# A spherical square well of radius $R$ and depth $V$ has an s-wave bound state exactly when $R > \pi/(2\sqrt V)$, in units $\hbar^2/2m = 1$

Before a code starts a root finder for the s-wave levels of a spherical quantum dot, it can test whether a root exists and fix an interval that contains it. For one particle in a square well, a single comparison of radius and depth settles both.

Let the dot have radius $R > 0$ and depth $V > 0$, with zero potential outside and the same effective mass $m$ inside and outside. An s-wave bound state has an interior wave number $k > 0$ and an exterior decay constant $q > 0$, with energy $-q^2$ and

$$k^2 + q^2 = V, \qquad k\cos(kR) = -q\sin(kR).$$

Such a pair exists exactly when $R > \pi/(2\sqrt V)$. More finely, for each $n = 0, 1, 2, \dots$ there is a state with $n\pi < kR < (n+1)\pi$ exactly when

$$R > \frac{(n+\tfrac12)\pi}{\sqrt V},$$

and it is the only one in that window. The one-dimensional well of half-width $R$ behaves differently. Its even-state condition $k\sin(kR) = q\cos(kR)$ has a solution with $kR < \pi/2$ for every $V, R > 0$.

For a well depth $V_0$ in ordinary units, put $V = 2mV_0/\hbar^2$. The threshold radius, which the dot must exceed, is then $\pi\hbar/\sqrt{8mV_0}$.

## Bracketing the levels in a solver

With $s = R\sqrt V$ and $x = kR$, the dot levels are the zeros with $0 < x < s$ of

$$g(x) = \sqrt{s^2 - x^2}\,\sin x + x\cos x .$$

If $s > (n+\tfrac12)\pi$, then $g$ has opposite signs at $(n+\tfrac12)\pi$ and at $\min(s, (n+1)\pi)$, so bisection can start there. This form has no poles, unlike the version written with a cotangent. If $s \le (n+\tfrac12)\pi$, the search for level $n$ can be skipped.

The threshold also serves as a test for a radial grid code applied to the same one-particle model. Just above it $q$ is small and the tail extends over a length $1/q$. A hard wall at the edge of the grid raises the energy and can push such a state above zero, so a missing level there may only mean that the box is too small.

## From the matching condition to the threshold

**Matching.** The reduced radial function $u(r)$, which is $r$ times the radial wave function, vanishes at the origin. Inside it is $\sin(kr)$ up to a factor, and outside it is $Be^{-qr}$. Continuity of value and slope at $R$ gives

$$\sin(kR) = Be^{-qR}, \qquad k\cos(kR) = -qBe^{-qR}.$$

Eliminating $B$ gives the dot condition. Conversely, $B = \sin(kR)\,e^{qR}$ restores both equations. The even state works in the same way with $\cos(kx)$ inside. If $\int_0^\infty u^2\,dr = 1$, the interior amplitude is $\sqrt{2/(R + 1/q)}$ instead of 1; the matching condition is unaffected.

**Existence.** Let $0 \le b < s$ and write $y = kR - b$. Consider

$$f(y) = \sqrt{s^2 - (y+b)^2}\,\cos y - (y+b)\sin y .$$

At the lower end, $f(0) = \sqrt{s^2 - b^2} > 0$. The upper end is $\min(s-b, \pi/2)$. If this is $s - b$, the square root vanishes and $f = -s\sin(s-b) < 0$. If it is $\pi/2$, then $f = -(\pi/2 + b) < 0$. By continuity $f$ has a zero $y$ strictly between the ends. Setting $k = (y+b)/R$ and $q = \sqrt{s^2-(y+b)^2}/R$ gives $k^2 + q^2 = s^2/R^2 = V$ and

$$k\sin(kR - b) = q\cos(kR - b), \qquad b < kR < b + \pi/2 .$$

The choice $b = 0$ is the even state. For the dot take $b = (n+\tfrac12)\pi$. Then $\cos(kR) = -(-1)^n\sin y$ and $\sin(kR) = (-1)^n\cos y$, so

$$k\cos(kR) = -(-1)^n k\sin y = -(-1)^n q\cos y = -q\sin(kR).$$

**Necessity.** Since $q > 0$, we have $k < \sqrt V$ and $kR < s$. Suppose a state lies in window $n$ although $s \le (n+\tfrac12)\pi$. Then $\theta = kR - n\pi$ lies in $(0, \pi/2)$, where sine and cosine are both positive. Multiplying the matching condition by $(-1)^n$ gives $k\cos\theta = -q\sin\theta$, a positive number equal to a negative one.

For $n = 0$ the same argument excludes every state when $s \le \pi/2$, because $0 < kR < s$ already places the phase in the first quarter turn.

**Uniqueness.** Let $(k,q)$ and $(k',q')$ be two states in one window with $k < k'$. The energy relation gives $q' < q$, hence $q'k < qk'$. Expanding the sine and using both matching conditions,

$$kk'\sin(k'R - kR) = \sin(kR)\sin(k'R)\,(q'k - qk').$$

The two sines on the right have the same sign, so the right side is negative. But $0 < k'R - kR < \pi$ makes the left side positive. So $k = k'$, and the energy relation with $q, q' > 0$ gives $q = q'$.

## Lean source for the dot and the one-dimensional well

```lean
import Mathlib

open Real

namespace BindingDot

/-- An s-wave bound state of a spherical dot of depth `V` and radius `R` (units ħ²/2m = 1):
interior wave number `k`, exterior decay constant `q`, and the matching condition at `R`. -/
structure IsDotState (V R k q : ℝ) : Prop where
  k_pos : 0 < k
  q_pos : 0 < q
  energy : k ^ 2 + q ^ 2 = V
  matching : k * cos (k * R) = -(q * sin (k * R))

/-- An even bound state of a one-dimensional well of depth `V` and half-width `R`
(units ħ²/2m = 1), with interior wave number `k` and exterior decay constant `q`. -/
structure IsEvenState (V R k q : ℝ) : Prop where
  k_pos : 0 < k
  q_pos : 0 < q
  energy : k ^ 2 + q ^ 2 = V
  matching : k * sin (k * R) = q * cos (k * R)

/-- The slope at `R` of a decaying exponential tail of amplitude `B`. -/
theorem deriv_tail (B q R : ℝ) :
    deriv (fun r : ℝ => B * exp (-(q * r))) R = -(q * (B * exp (-(q * R)))) := by
  have h1 : HasDerivAt (fun r : ℝ => -(q * r)) (-q) R :=
    ((hasDerivAt_id' R).const_mul q).fun_neg.congr_deriv (by ring)
  exact ((h1.exp.const_mul B).congr_deriv (by ring)).deriv

/-- The dot condition says that the reduced radial function `sin (k r)` joins the exponential
`B exp (-q r)`, for some amplitude `B`, at `R` with equal value and equal slope. -/
theorem dot_matching_iff (k q R : ℝ) :
    k * cos (k * R) = -(q * sin (k * R)) ↔
      ∃ B : ℝ, sin (k * R) = B * exp (-(q * R)) ∧
        deriv (fun r : ℝ => sin (k * r)) R = deriv (fun r : ℝ => B * exp (-(q * r))) R := by
  have hd : deriv (fun r : ℝ => sin (k * r)) R = k * cos (k * R) :=
    (((hasDerivAt_id' R).const_mul k).sin.congr_deriv (by ring)).deriv
  have e : exp (q * R) * exp (-(q * R)) = 1 := by rw [← exp_add]; simp
  simp only [hd, deriv_tail]
  constructor
  · intro h
    refine ⟨sin (k * R) * exp (q * R), ?_, ?_⟩
    · linear_combination (-sin (k * R)) * e
    · linear_combination h + q * sin (k * R) * e
  · rintro ⟨B, h1, h2⟩
    linear_combination h2 + q * h1

/-- The even-state condition says that `cos (k x)` joins the exponential `B exp (-q x)`, for some
amplitude `B`, at `R` with equal value and equal slope. -/
theorem even_matching_iff (k q R : ℝ) :
    k * sin (k * R) = q * cos (k * R) ↔
      ∃ B : ℝ, cos (k * R) = B * exp (-(q * R)) ∧
        deriv (fun x : ℝ => cos (k * x)) R = deriv (fun x : ℝ => B * exp (-(q * x))) R := by
  have hd : deriv (fun x : ℝ => cos (k * x)) R = -(k * sin (k * R)) :=
    (((hasDerivAt_id' R).const_mul k).cos.congr_deriv (by ring)).deriv
  have e : exp (q * R) * exp (-(q * R)) = 1 := by rw [← exp_add]; simp
  simp only [hd, deriv_tail]
  constructor
  · intro h
    refine ⟨cos (k * R) * exp (q * R), ?_, ?_⟩
    · linear_combination (-cos (k * R)) * e
    · linear_combination -h + q * cos (k * R) * e
  · rintro ⟨B, h1, h2⟩
    linear_combination -h2 - q * h1

/-- For `V, R > 0` and a phase offset `0 ≤ b < R √V`, the shifted matching condition has a
solution whose interior phase `k R` lies between `b` and `b + π/2`. -/
theorem exists_shifted_match {V R b : ℝ} (hV : 0 < V) (hR : 0 < R) (hb : 0 ≤ b)
    (hbs : b < R * √V) :
    ∃ k q : ℝ, 0 < k ∧ 0 < q ∧ k ^ 2 + q ^ 2 = V ∧ b < k * R ∧ k * R < b + π / 2 ∧
      k * sin (k * R - b) = q * cos (k * R - b) := by
  obtain ⟨s, hs⟩ : ∃ s, s = R * √V := ⟨_, rfl⟩
  rw [← hs] at hbs
  have hs2 : s ^ 2 = R ^ 2 * V := by rw [hs, mul_pow, Real.sq_sqrt hV.le]
  have hpi := Real.pi_pos
  let f : ℝ → ℝ := fun y => √(s ^ 2 - (y + b) ^ 2) * cos y - (y + b) * sin y
  have hf : Continuous f := by fun_prop
  have hm : 0 < min (s - b) (π / 2) := lt_min (by linarith) (by linarith)
  -- the mismatch is positive at the lower end and negative at the upper end
  have h0 : 0 < f 0 := by
    have h : 0 < √(s ^ 2 - b ^ 2) := Real.sqrt_pos.2 (by nlinarith)
    simpa [f] using h
  have h1 : f (min (s - b) (π / 2)) < 0 := by
    rcases le_total (s - b) (π / 2) with h | h
    · rw [min_eq_left h]
      have hsin : 0 < sin (s - b) := sin_pos_of_pos_of_lt_pi (by linarith) (by linarith)
      have hp : 0 < s * sin (s - b) := mul_pos (by linarith) hsin
      simpa [f] using hp
    · rw [min_eq_right h]
      simp only [f, cos_pi_div_two, sin_pi_div_two]
      linarith
  obtain ⟨y, ⟨hy0, hym⟩, hy⟩ := intermediate_value_Ioo' hm.le hf.continuousOn ⟨h1, h0⟩
  have hys : y < s - b := lt_of_lt_of_le hym (min_le_left _ _)
  have hyp : y < π / 2 := lt_of_lt_of_le hym (min_le_right _ _)
  have hpos : 0 < s ^ 2 - (y + b) ^ 2 := by nlinarith
  have hkR : (y + b) / R * R = y + b := div_mul_cancel₀ _ hR.ne'
  have hy' : √(s ^ 2 - (y + b) ^ 2) * cos y - (y + b) * sin y = 0 := hy
  refine ⟨(y + b) / R, √(s ^ 2 - (y + b) ^ 2) / R, div_pos (by linarith) hR,
    div_pos (Real.sqrt_pos.2 hpos) hR, ?_, by linarith, by linarith, ?_⟩
  · rw [div_pow, div_pow, Real.sq_sqrt hpos.le, ← add_div, div_eq_iff (by positivity)]
    linarith
  · rw [hkR, add_sub_cancel_right]
    linear_combination (-1 / R) * hy'

/-- For `V, R > 0`, the dot has an s-wave bound state with `n π < k R < (n + 1) π` exactly when
its radius exceeds `(n + 1/2) π / √V`. -/
theorem dot_level_iff {V R : ℝ} (hV : 0 < V) (hR : 0 < R) (n : ℕ) :
    (∃ k q : ℝ, IsDotState V R k q ∧ n * π < k * R ∧ k * R < (n + 1) * π) ↔
      (n + 1 / 2) * π / √V < R := by
  have hpi := Real.pi_pos
  rw [div_lt_iff₀ (Real.sqrt_pos.2 hV)]
  constructor
  · rintro ⟨k, q, h, hl, -⟩
    have hk : k < √V := Real.lt_sqrt_of_sq_lt (by nlinarith [h.energy, h.q_pos])
    have hkR : k * R < √V * R := mul_lt_mul_of_pos_right hk hR
    by_contra hcon
    -- in the first half of the window sine and cosine have the same sign
    have hsin : 0 < sin (k * R - n * π) :=
      sin_pos_of_pos_of_lt_pi (by linarith) (by linarith)
    have hcos : 0 ≤ cos (k * R - n * π) :=
      cos_nonneg_of_mem_Icc ⟨by linarith, by linarith⟩
    have hmatch : k * cos (k * R - n * π) = -(q * sin (k * R - n * π)) := by
      rw [cos_sub_nat_mul_pi, sin_sub_nat_mul_pi]
      linear_combination ((-1 : ℝ) ^ n) * h.matching
    linarith [mul_nonneg h.k_pos.le hcos, mul_pos h.q_pos hsin]
  · intro h
    obtain ⟨k, q, hk, hq, he, hl, hu, hm⟩ :=
      exists_shifted_match hV hR (b := (n + 1 / 2) * π) (by positivity) h
    have hc : cos (k * R) = (-1) ^ n * -sin (k * R - (n + 1 / 2) * π) := by
      rw [← cos_add_pi_div_two, ← cos_add_nat_mul_pi]
      congr 1
      ring
    have hs : sin (k * R) = (-1) ^ n * cos (k * R - (n + 1 / 2) * π) := by
      rw [← sin_add_pi_div_two, ← sin_add_nat_mul_pi]
      congr 1
      ring
    refine ⟨k, q, ⟨hk, hq, he, ?_⟩, by linarith, by linarith⟩
    rw [hc, hs]
    linear_combination (-(-1 : ℝ) ^ n) * hm

/-- Minimum size of a binding dot: for `V, R > 0`, an s-wave bound state exists exactly when
the radius exceeds `π / (2 √V)`. -/
theorem dot_binds_iff {V R : ℝ} (hV : 0 < V) (hR : 0 < R) :
    (∃ k q : ℝ, IsDotState V R k q) ↔ π / (2 * √V) < R := by
  have hsV := Real.sqrt_pos.2 hV
  rw [div_lt_iff₀ (by positivity)]
  constructor
  · rintro ⟨k, q, h⟩
    have hk : k < √V := Real.lt_sqrt_of_sq_lt (by nlinarith [h.energy, h.q_pos])
    have hkR : k * R < √V * R := mul_lt_mul_of_pos_right hk hR
    have hp : 0 < k * R := mul_pos h.k_pos hR
    by_contra hcon
    -- too small a dot cannot turn the wave over before its edge
    have hsin : 0 < sin (k * R) := sin_pos_of_pos_of_lt_pi hp (by linarith)
    have hcos : 0 ≤ cos (k * R) := cos_nonneg_of_mem_Icc ⟨by linarith, by linarith⟩
    linarith [h.matching, mul_nonneg h.k_pos.le hcos, mul_pos h.q_pos hsin]
  · intro h
    obtain ⟨k, q, hkq, -, -⟩ := (dot_level_iff hV hR 0).2 (by
      rw [div_lt_iff₀ hsV]
      push_cast
      linarith)
    exact ⟨k, q, hkq⟩

/-- Two s-wave bound states of the same dot whose phases `k R` lie in the same window
`(n π, (n + 1) π)` coincide. -/
theorem dot_level_unique {V R k q k' q' : ℝ} {n : ℕ}
    (h : IsDotState V R k q) (h' : IsDotState V R k' q')
    (hl : n * π < k * R) (hu : k * R < (n + 1) * π)
    (hl' : n * π < k' * R) (hu' : k' * R < (n + 1) * π) : k = k' ∧ q = q' := by
  have hR : 0 < R := by
    have hn : 0 ≤ n * π := by positivity
    by_contra hc
    nlinarith [mul_nonneg h.k_pos.le (neg_nonneg.2 (not_lt.1 hc))]
  have key : ∀ a c a' c' : ℝ, IsDotState V R a c → IsDotState V R a' c' →
      n * π < a * R → a' * R < (n + 1) * π → ¬ a < a' := by
    intro a c a' c' g g' gl gu hlt
    have hRlt : a * R < a' * R := mul_lt_mul_of_pos_right hlt hR
    have hc : c' < c := by
      by_contra hcon
      nlinarith [g.energy, g'.energy, g.k_pos, g.q_pos, not_lt.1 hcon]
    have hcross : c' * a < c * a' := mul_lt_mul'' hc hlt g'.q_pos.le g.k_pos.le
    have s1 : 0 < sin (a * R - n * π) := sin_pos_of_pos_of_lt_pi (by linarith) (by linarith)
    have s2 : 0 < sin (a' * R - n * π) := sin_pos_of_pos_of_lt_pi (by linarith) (by linarith)
    have hsign : (-1 : ℝ) ^ n * (-1) ^ n = 1 := by rw [← mul_pow]; norm_num
    have hss : 0 < sin (a * R) * sin (a' * R) := by
      have hp := mul_pos s1 s2
      rw [sin_sub_nat_mul_pi, sin_sub_nat_mul_pi] at hp
      calc 0 < _ := hp
        _ = sin (a * R) * sin (a' * R) := by
          linear_combination (sin (a * R) * sin (a' * R)) * hsign
    -- the phase difference lies in (0, π), yet matching makes its sine negative
    have hd : 0 < sin (a' * R - a * R) := sin_pos_of_pos_of_lt_pi (by linarith) (by linarith)
    have hid : a * a' * sin (a' * R - a * R) =
        sin (a * R) * sin (a' * R) * (c' * a - c * a') := by
      rw [sin_sub]
      linear_combination a' * sin (a' * R) * g.matching - a * sin (a * R) * g'.matching
    have hpos := mul_pos (mul_pos g.k_pos g'.k_pos) hd
    have hneg := mul_pos hss (sub_pos.2 hcross)
    linarith
  have hk : k = k' := le_antisymm (not_lt.1 (key k' q' k q h' h hl' hu))
    (not_lt.1 (key k q k' q' h h' hl hu'))
  refine ⟨hk, (sq_eq_sq₀ h.q_pos.le h'.q_pos.le).1 ?_⟩
  have e := h.energy
  rw [hk] at e
  linarith [h'.energy]

/-- A one-dimensional well of any depth `V > 0` and half-width `R > 0` has an even bound state
with `k R < π/2`. -/
theorem even_state_exists {V R : ℝ} (hV : 0 < V) (hR : 0 < R) :
    ∃ k q : ℝ, IsEvenState V R k q ∧ k * R < π / 2 := by
  obtain ⟨k, q, hk, hq, he, -, hu, hm⟩ :=
    exists_shifted_match hV hR le_rfl (mul_pos hR (Real.sqrt_pos.2 hV))
  rw [sub_zero] at hm
  exact ⟨k, q, ⟨hk, hq, he, hm⟩, by linarith⟩

end BindingDot
```

```lean
#print axioms BindingDot.even_matching_iff
-- 'BindingDot.even_matching_iff' depends on axioms: [propext, Classical.choice, Quot.sound]
#print axioms BindingDot.dot_binds_iff
-- 'BindingDot.dot_binds_iff' depends on axioms: [propext, Classical.choice, Quot.sound]
#print axioms BindingDot.dot_level_unique
-- 'BindingDot.dot_level_unique' depends on axioms: [propext, Classical.choice, Quot.sound]
#print axioms BindingDot.even_state_exists
-- 'BindingDot.even_state_exists' depends on axioms: [propext, Classical.choice, Quot.sound]
```

## What the Lean statements say about the wells

All physical quantities are real numbers. `IsDotState V R k q` says that $k$ and $q$ are positive, satisfy the energy relation and satisfy the dot matching condition; `IsEvenState` does the same for the one-dimensional well. The existential over `k q` in `dot_binds_iff` therefore reads "there is an s-wave bound state". `dot_level_iff` adds the window for a natural number `n`, `dot_level_unique` says that two states in one window coincide, and `even_state_exists` gives the even state with its phase bound.

The inequality is strict, so a dot exactly at the threshold has no bound state in this sense. The hypothesis `0 < V` represents an attractive well. It is needed in `dot_binds_iff`: for $V \le 0$ Lean evaluates `√V` and then `π / (2 * √V)` as 0, so the right side would hold for every $R > 0$ while no state exists.

The link to wave functions is in `dot_matching_iff` and `even_matching_iff`, which prove each matching condition equivalent to equality of value and of `deriv` at `R` for some tail amplitude `B`. The file defines no Hamiltonian and does not derive the sine, cosine and exponential forms from the Schrödinger equation. Equal slopes presuppose the same effective mass on both sides of a sharp boundary; a dot with a mass step needs another condition and has another threshold. Interactions between carriers are absent.

## Where each step sits in the proof

`deriv_tail` computes the slope of the exponential. The two matching lemmas use it, supply `B` explicitly, and finish by `linear_combination`, which is the elimination of $B$.

`exists_shifted_match` is the existence argument for both geometries. Its `h0` and `h1` are the signs of $f$ at the two ends, with `rcases le_total` separating the two possible upper ends, and `intermediate_value_Ioo'` supplies the zero. `even_state_exists` sets $b = 0$.

In `dot_level_iff`, one direction calls this lemma with $b = (n+\tfrac12)\pi$ and converts the phase through `hc` and `hs`. The other assumes by `by_contra` that the dot is too small and compares the signs `hsin` and `hcos`. `dot_binds_iff` repeats that sign comparison without a window and takes existence from level `0`.

In `dot_level_unique`, the auxiliary claim `key` rules out $k < k'$: `hid` is the sine identity and `hd` the positivity that contradicts it. Applying `key` in both orders leaves only $k = k'$.

## What a code may and may not infer

For the model above, a code may decide from $R\sqrt V$ alone whether level $n$ exists, and may stop after finding one root in its window. For the one-dimensional well it may count on an even root with $kR < \pi/2$. The odd states of that well, with $\sin(kx)$ inside, obey the same matching condition as the dot, so the dot theorems apply to them too. The file has no theorem that counts the even states.

Two further inferences need arguments that the file does not contain: that the number of s-wave levels equals the number of $n$ passing the test, which also requires that no state has $kR$ at a multiple of $\pi$, and that a dot without an s-wave state has no bound state of higher angular momentum.

The theorems concern real numbers, so a floating-point comparison of $R\sqrt V$ with $(n+\tfrac12)\pi$ can fall on either side when the two agree to rounding.
